# A normal complex matrix with only real eigenvalues is Hermitian

Two coupled resonators of equal frequency, one amplified and the other equally damped, exchange energy with their surroundings, so the matrix $H$ that governs their amplitudes is not Hermitian. If the gain is weak enough, its eigenvalues are nevertheless real, as they would be for a closed system. Do the modes then also keep the orthogonality familiar from closed systems?

They do not. For a complex $n\times n$ matrix $H$ with conjugate transpose $H^\dagger$,

$$H=H^\dagger\iff HH^\dagger=H^\dagger H\ \text{ and every eigenvalue of }H\text{ is real}.$$

A matrix satisfying $HH^\dagger=H^\dagger H$ is called normal. A non-Hermitian $H$ with real spectrum is therefore not normal, and it has no eigenbasis that is orthonormal in the usual inner product $v^\dagger w$, the one meant throughout. In a finite non-Hermitian model of this kind, a state cannot be expanded by taking overlaps with a complete orthonormal set of eigenmodes.

## From real eigenvalues to $H=H^\dagger$

**Eigenvectors of the adjoint.** Let $H$ be normal, $Hv=Ev$, and $B=H-E\,1$. Then

$$BB^\dagger=HH^\dagger-E^*H-EH^\dagger+|E|^2\,1=B^\dagger B,$$

so $\|B^\dagger v\|^2=v^\dagger BB^\dagger v=v^\dagger B^\dagger Bv=0$. Hence $H^\dagger v=E^*v$.

**An eigenvector in the range.** Let $D\neq0$ commute with $H$. The vectors $Du$ form a nonzero space, and $H(Du)=D(Hu)$ lies in it again. Restricted to this finite-dimensional complex space, $H$ has an eigenvector $Du\neq0$.

**The anti-Hermitian difference.** Let $H$ be normal with real spectrum, and put $D=H-H^\dagger$. Then $D^\dagger=-D$ and

$$HD=H^2-HH^\dagger=H^2-H^\dagger H=DH.$$

If $D\neq0$, there is an eigenvector $w=Du\neq0$ with $Hw=Ew$ and $E$ real. The first step gives $H^\dagger w=Ew$, so $Dw=0$. But then

$$\|Du\|^2=u^\dagger D^\dagger Du=-u^\dagger Dw=0,$$

which contradicts $Du\neq0$. Thus $D=0$.

Conversely, a Hermitian $H$ is plainly normal. If $Hv=Ev$ with $v\neq0$, the first step gives $Ev=E^*v$, so $E$ is real.

## Orthonormal eigenvectors imply normality

Let $b_j$ be orthonormal eigenvectors with eigenvalues $E_j$, as many as the dimension. Put them into the columns of $U$, so that $U_{ij}=(b_j)_i$, and let $\Lambda=\mathrm{diag}(E_j)$. Then $U^\dagger U=1$, and $UU^\dagger=1$ because $U$ is square. From $HU=U\Lambda$ follow $H=U\Lambda U^\dagger$ and $H^\dagger=U\Lambda^*U^\dagger$, so

$$HH^\dagger=U\Lambda\Lambda^*U^\dagger=U\Lambda^*\Lambda U^\dagger=H^\dagger H.$$

If the spectrum is also real, $H$ is Hermitian. A non-Hermitian $H$ with real spectrum thus has no such basis.

## Two sites with balanced gain and loss

Let both sites have the same real energy, and measure energies from it. With real coupling $g$ and real gain parameter $\gamma$, take

$$H=\begin{pmatrix}i\gamma&g\\g&-i\gamma\end{pmatrix}.$$

The eigenvalue equations are $(E-i\gamma)v_0=gv_1$ and $(E+i\gamma)v_1=gv_0$. Multiplying the first by $E+i\gamma$ and using the second gives $(E^2+\gamma^2)v_0=g^2v_0$; multiplying the second by $E-i\gamma$ gives the same equation for $v_1$. Since $v\neq0$, $E^2=g^2-\gamma^2$.

Write $E=x+iy$ with $x,y$ real. Then $xy=0$ and $x^2-y^2=g^2-\gamma^2$. If $\gamma^2\le g^2$, the case $x=0$ forces $y^2\le0$, so $y=0$ in every case and $E$ is real. A Hermitian matrix has a real diagonal, so $H$ is non-Hermitian whenever $\gamma\neq0$.

For $0<\gamma^2<g^2$ the two energies are distinct, and $H$ still has two linearly independent eigenvectors; they are just not orthogonal.

## The matrices and their spectra in Lean

The basis states are labelled by an arbitrary finite type `n`.

```lean
import Mathlib

open Matrix
open scoped ComplexOrder

namespace RealSpectrumNormality

variable {n : Type*} [Fintype n] [DecidableEq n]
```

In Lean, `Hᴴ` is $H^\dagger$, and normality is the commutation relation itself.

```lean
/-- A Hamiltonian matrix is normal when it commutes with its conjugate transpose. -/
def IsNormal (H : Matrix n n ℂ) : Prop := H * Hᴴ = Hᴴ * H
```

`H *ᵥ v` is the matrix acting on a vector, and `E • v` is the scalar multiple. Reality is required only of eigenvalues belonging to nonzero vectors.

```lean
/-- The spectrum is real when every eigenvalue, belonging to a nonzero eigenvector,
has zero imaginary part. -/
def RealSpectrum (H : Matrix n n ℂ) : Prop :=
  ∀ (E : ℂ) (v : n → ℂ), v ≠ 0 → H *ᵥ v = E • v → E.im = 0
```

In the next definition `E` is a family of eigenvalues, one for each `b i`. The expression `star (b i) ⬝ᵥ b j` is the inner product $b_i^\dagger b_j$, conjugated in its first factor. The eigenvalues may be complex.

```lean
/-- An orthonormal eigenbasis: as many orthonormal eigenvectors `b i`, with eigenvalues `E i`,
as the dimension of the state space. -/
def HasOrthonormalEigenbasis (H : Matrix n n ℂ) : Prop :=
  ∃ (b : n → n → ℂ) (E : n → ℂ),
    (∀ i j, star (b i) ⬝ᵥ b j = if i = j then 1 else 0) ∧ ∀ i, H *ᵥ b i = E i • b i
```

## The general theorems

The first lemma is the step from $H$ to $H^\dagger$. Here `hB` says $Bv=0$ and `hc` says that $B$ is normal. The norm argument is supplied by a Mathlib lemma stating that $BB^\dagger v=0$ exactly when $B^\dagger v=0$.

```lean
/-- An eigenvector of a normal Hamiltonian is also an eigenvector of the adjoint,
with the complex conjugate eigenvalue. -/
theorem adjoint_eigenvector {H : Matrix n n ℂ} (hN : IsNormal H) {E : ℂ} {v : n → ℂ}
    (h : H *ᵥ v = E • v) : Hᴴ *ᵥ v = star E • v := by
  have hN' : H * Hᴴ = Hᴴ * H := hN
  have hB : (H - E • (1 : Matrix n n ℂ)) *ᵥ v = 0 := by
    rw [Matrix.sub_mulVec, Matrix.smul_mulVec, Matrix.one_mulVec, h, sub_self]
  -- the shifted matrix is normal too
  have hc : (H - E • (1 : Matrix n n ℂ)) * (H - E • (1 : Matrix n n ℂ))ᴴ
      = (H - E • (1 : Matrix n n ℂ))ᴴ * (H - E • (1 : Matrix n n ℂ)) := by
    rw [Matrix.conjTranspose_sub, Matrix.conjTranspose_smul, Matrix.conjTranspose_one]
    simp only [sub_mul, mul_sub, smul_mul_assoc, mul_smul_comm, one_mul, mul_one, hN']
    module
  have h0 := (Matrix.self_mul_conjTranspose_mulVec_eq_zero (H - E • (1 : Matrix n n ℂ)) v).1
    (by rw [hc, ← Matrix.mulVec_mulVec, hB, Matrix.mulVec_zero])
  rw [Matrix.conjTranspose_sub, Matrix.conjTranspose_smul, Matrix.conjTranspose_one,
    Matrix.sub_mulVec, Matrix.smul_mulVec, Matrix.one_mulVec] at h0
  exact sub_eq_zero.1 h0
```

Next comes the eigenvector in the range of `D`. The statement `hW` is the invariance of the range, and `g`, which here is not the coupling of the two sites, is the restriction of $H$ to it. `Module.End.exists_eigenvalue` supplies an eigenvalue of `g`, whose eigenvector has the form $Du$.

```lean
/-- If a nonzero matrix `D` commutes with `H`, then `H` has an eigenvector of the form `D u`. -/
theorem exists_eigenvector_in_range {H D : Matrix n n ℂ} (hc : H * D = D * H) (hD : D ≠ 0) :
    ∃ (u : n → ℂ) (E : ℂ), D *ᵥ u ≠ 0 ∧ H *ᵥ (D *ᵥ u) = E • (D *ᵥ u) := by
  have hx : ∃ x, D *ᵥ x ≠ 0 := by
    by_contra hno
    push Not at hno
    apply hD
    apply Matrix.ext
    intro i j
    have hij := congrFun (hno (Pi.single j 1)) i
    simpa using hij
  obtain ⟨x, hx⟩ := hx
  -- the range of `D` is invariant under `H`
  have hW : ∀ y ∈ LinearMap.range D.mulVecLin, H.mulVecLin y ∈ LinearMap.range D.mulVecLin := by
    rintro _ ⟨u, rfl⟩
    exact ⟨H *ᵥ u, by simp only [Matrix.mulVecLin_apply, Matrix.mulVec_mulVec, hc]⟩
  have : Nontrivial (LinearMap.range D.mulVecLin) :=
    ⟨⟨⟨D *ᵥ x, x, rfl⟩, 0, fun h => hx (congrArg Subtype.val h)⟩⟩
  let g : Module.End ℂ (LinearMap.range D.mulVecLin) := H.mulVecLin.restrict hW
  obtain ⟨E, hE⟩ := Module.End.exists_eigenvalue g
  obtain ⟨⟨w, u, hu⟩, hw⟩ := hE.exists_hasEigenvector
  have h1 : H *ᵥ w = E • w := congrArg Subtype.val hw.apply_eq_smul
  have hu' : D *ᵥ u = w := hu
  refine ⟨u, E, fun h0 => hw.2 (Subtype.ext (hu'.symm.trans h0)), ?_⟩
  rw [hu']
  exact h1
```

The central theorem is proved by contradiction: if $H$ were not Hermitian, `D` would be nonzero, and the two lemmas could be combined. `hreal` turns $E^*$ into $E$, `hDD` is $D(Du)=0$, and the last lines use $D^\dagger=-D$ to reach the contradiction.

```lean
/-- A normal Hamiltonian with real spectrum is Hermitian. -/
theorem isHermitian_of_normal_of_real {H : Matrix n n ℂ} (hN : IsNormal H)
    (hR : RealSpectrum H) : H.IsHermitian := by
  have hN' : H * Hᴴ = Hᴴ * H := hN
  obtain ⟨D, hD⟩ : ∃ D : Matrix n n ℂ, D = H - Hᴴ := ⟨_, rfl⟩
  have hc : H * D = D * H := by rw [hD, mul_sub, sub_mul, hN']
  have hadj : Dᴴ = -D := by
    rw [hD, Matrix.conjTranspose_sub, Matrix.conjTranspose_conjTranspose, neg_sub]
  by_contra hne
  have hD0 : D ≠ 0 := fun h => hne (sub_eq_zero.1 (hD.symm.trans h)).symm
  obtain ⟨u, E, hu, hE⟩ := exists_eigenvector_in_range hc hD0
  have hreal : star E = E := Complex.conj_eq_iff_im.2 (hR E _ hu hE)
  -- `H` and its adjoint agree on this eigenvector, so `D` annihilates it
  have hDD : D *ᵥ (D *ᵥ u) = 0 := by
    have hA := adjoint_eigenvector hN hE
    rw [hreal] at hA
    calc D *ᵥ (D *ᵥ u) = (H - Hᴴ) *ᵥ (D *ᵥ u) := by rw [← hD]
      _ = 0 := by rw [Matrix.sub_mulVec, hE, hA, sub_self]
  apply hu
  apply (Matrix.conjTranspose_mul_self_mulVec_eq_zero D u).1
  rw [← Matrix.mulVec_mulVec, hadj, Matrix.neg_mulVec, hDD, neg_zero]
```

The equivalence adds the converse. Cancelling the nonzero vector `v` from $E^*v=Ev$ gives `hs`.

```lean
/-- A Hamiltonian is Hermitian exactly when it is normal and its spectrum is real. -/
theorem isHermitian_iff_normal_and_real (H : Matrix n n ℂ) :
    H.IsHermitian ↔ IsNormal H ∧ RealSpectrum H := by
  refine ⟨fun hH => ?_, fun h => isHermitian_of_normal_of_real h.1 h.2⟩
  have hH' : Hᴴ = H := hH
  have hN : IsNormal H := by
    unfold IsNormal
    rw [hH']
  refine ⟨hN, fun E v hv h => ?_⟩
  have hA := adjoint_eigenvector hN h
  rw [hH'] at hA
  have hs : star E = E := smul_left_injective ℂ hv (hA.symm.trans h)
  exact Complex.conj_eq_iff_im.1 hs
```

For the eigenbasis, `hU` and `hU'` are the two unitarity relations and `hHU` is $HU=U\Lambda$. The identity `key` multiplies two matrices of the form $UAU^\dagger$, leaving only the commutation of diagonal matrices.

```lean
/-- A Hamiltonian with an orthonormal eigenbasis is normal. -/
theorem normal_of_orthonormalEigenbasis {H : Matrix n n ℂ}
    (h : HasOrthonormalEigenbasis H) : IsNormal H := by
  obtain ⟨b, E, ho, he⟩ := h
  -- the eigenvectors are the columns of a unitary matrix `U`
  obtain ⟨U, hUe⟩ : ∃ U : Matrix n n ℂ, ∀ i j, U i j = b j i :=
    ⟨fun i j => b j i, fun _ _ => rfl⟩
  have hU : Uᴴ * U = 1 := by
    apply Matrix.ext
    intro i j
    rw [Matrix.mul_apply, Matrix.one_apply, ← ho i j]
    simp only [Matrix.conjTranspose_apply, hUe]
    rfl
  have hU' : U * Uᴴ = 1 := mul_eq_one_comm.1 hU
  have hHU : H * U = U * diagonal E := by
    apply Matrix.ext
    intro i j
    rw [Matrix.mul_diagonal, Matrix.mul_apply]
    simp only [hUe]
    exact (congrFun (he j) i).trans (mul_comm (E j) (b j i))
  have hH : H = U * diagonal E * Uᴴ := by rw [← hHU, mul_assoc, hU', mul_one]
  have hA : Hᴴ = U * (diagonal E)ᴴ * Uᴴ := by
    rw [hH]
    simp only [Matrix.conjTranspose_mul, Matrix.conjTranspose_conjTranspose, mul_assoc]
  have key : ∀ A B : Matrix n n ℂ, (U * A * Uᴴ) * (U * B * Uᴴ) = U * (A * B) * Uᴴ := by
    intro A B
    calc (U * A * Uᴴ) * (U * B * Uᴴ) = U * A * (Uᴴ * U) * B * Uᴴ := by simp only [mul_assoc]
      _ = U * (A * B) * Uᴴ := by rw [hU, mul_one, mul_assoc U A B]
  have hd : diagonal E * (diagonal E)ᴴ = (diagonal E)ᴴ * diagonal E := by
    simp [Matrix.diagonal_conjTranspose, Matrix.diagonal_mul_diagonal, mul_comm]
  unfold IsNormal
  rw [hA, hH, key, key, hd]
```

Both negative conclusions now follow: either normality or an orthonormal eigenbasis would make $H$ Hermitian.

```lean
/-- A non-Hermitian Hamiltonian with real spectrum is not normal and has no orthonormal
eigenbasis. -/
theorem nonHermitian_real_spectrum {H : Matrix n n ℂ} (hH : ¬ H.IsHermitian)
    (hR : RealSpectrum H) : ¬ IsNormal H ∧ ¬ HasOrthonormalEigenbasis H :=
  ⟨fun hN => hH (isHermitian_of_normal_of_real hN hR),
    fun hb => hH (isHermitian_of_normal_of_real (normal_of_orthonormalEigenbasis hb) hR)⟩
```

## The gain-loss dimer

Sites are numbered 0 and 1. With time evolution $e^{-iHt}$ and $\gamma>0$, site 0 has the gain. Some texts write $\gamma/2$ where $\gamma$ stands here.

```lean
/-- Two sites with coupling `g`, one with gain `γ` and the other with loss `γ`. -/
noncomputable def gainLossDimer (γ g : ℝ) : Matrix (Fin 2) (Fin 2) ℂ :=
  !![Complex.I * γ, g; g, -(Complex.I * γ)]
```

The equations `e0` and `e1` are the secular equation multiplied by $v_0$ and $v_1$; `linear_combination` forms them from the two rows as above. Taking real and imaginary parts of `hs` then gives the two cases $x=0$ and $y=0$.

```lean
/-- The gain-loss dimer has real spectrum when the gain does not exceed the coupling
in magnitude. -/
theorem gainLossDimer_realSpectrum {γ g : ℝ} (hg : γ ^ 2 ≤ g ^ 2) :
    RealSpectrum (gainLossDimer γ g) := by
  intro E v hv h
  have h0 := congrFun h 0
  have h1 := congrFun h 1
  simp [gainLossDimer, Matrix.mulVec, dotProduct, Fin.sum_univ_two] at h0 h1
  -- the secular equation, multiplied by each amplitude
  have e0 : (E ^ 2 - ((g : ℂ) ^ 2 - (γ : ℂ) ^ 2)) * v 0 = 0 := by
    linear_combination (-(E + Complex.I * γ)) * h0 - (g : ℂ) * h1
      + (γ : ℂ) ^ 2 * v 0 * Complex.I_sq
  have e1 : (E ^ 2 - ((g : ℂ) ^ 2 - (γ : ℂ) ^ 2)) * v 1 = 0 := by
    linear_combination (-(E - Complex.I * γ)) * h1 - (g : ℂ) * h0
      + (γ : ℂ) ^ 2 * v 1 * Complex.I_sq
  have hs : E ^ 2 - ((g : ℂ) ^ 2 - (γ : ℂ) ^ 2) = 0 := by
    by_contra hc
    apply hv
    funext i
    fin_cases i
    · exact (mul_eq_zero.1 e0).resolve_left hc
    · exact (mul_eq_zero.1 e1).resolve_left hc
  have hre := congrArg Complex.re hs
  have him := congrArg Complex.im hs
  simp only [pow_two, Complex.sub_re, Complex.sub_im, Complex.mul_re, Complex.mul_im,
    Complex.ofReal_re, Complex.ofReal_im, Complex.zero_re, Complex.zero_im] at hre him
  have hprod : E.re * E.im = 0 := by linarith
  rcases mul_eq_zero.1 hprod with hz | hz
  · rw [hz] at hre
    have hle : E.im ^ 2 ≤ 0 := by nlinarith
    exact (pow_eq_zero_iff two_ne_zero).1 (le_antisymm hle (sq_nonneg _))
  · exact hz
```

The hypothesis `hγ` says that gain and loss are present, and `hg` that they do not exceed the coupling in magnitude. Comparing the imaginary part of the first diagonal entry with that of its conjugate gives $-\gamma=\gamma$ for a Hermitian dimer, which `hγ` excludes.

```lean
/-- With nonzero gain that does not exceed the coupling in magnitude, the gain-loss dimer is
not normal and has no orthonormal eigenbasis. -/
theorem gainLossDimer_no_orthonormalEigenbasis {γ g : ℝ} (hγ : γ ≠ 0) (hg : γ ^ 2 ≤ g ^ 2) :
    ¬ IsNormal (gainLossDimer γ g) ∧ ¬ HasOrthonormalEigenbasis (gainLossDimer γ g) := by
  refine nonHermitian_real_spectrum (fun hH => hγ ?_) (gainLossDimer_realSpectrum hg)
  -- a Hermitian matrix would have a real diagonal
  have h := congrArg Complex.im (hH.apply 0 0)
  have h' : -γ = γ := by simpa [gainLossDimer] using h
  linarith

end RealSpectrumNormality
```

Describing real resonators by this constant $2\times2$ matrix is a physical approximation: it neglects further modes and the saturation of the gain.

```lean
#print axioms RealSpectrumNormality.isHermitian_iff_normal_and_real
#print axioms RealSpectrumNormality.gainLossDimer_no_orthonormalEigenbasis
```

```
'RealSpectrumNormality.isHermitian_iff_normal_and_real' depends on axioms: [propext, Classical.choice, Quot.sound]
'RealSpectrumNormality.gainLossDimer_no_orthonormalEigenbasis' depends on axioms: [propext, Classical.choice, Quot.sound]
```
